# For a differentiable energy, gradient descent in n = sin² t never leaves an idempotent guess, minimum or not

When the occupations of a density-matrix functional are optimised through angles, and the starting guess is a Hartree–Fock determinant, the occupations should be moved slightly off 0 and 1 before the first gradient step. With fixed orbitals, occupations n_i = sin²(t_i) and an energy differentiable at the guess, every angle derivative is zero there. An optimiser that tests only this gradient then reports convergence at once, even if moving charge into an empty orbital would lower the energy.

## Why the energy falls only at second order in the angle

Take M spin orbitals, held fixed, with occupations n_i between 0 and 1. The energy E is a function of n = (n_1, …, n_M), differentiable at the point considered, and g_k = ∂E/∂n_k is its slope there. The bounds on n_i are built in by writing

n_i = sin²(t_i), F(t) = E(n(t)).

Only n_k depends on t_k, and its derivative is 2 sin(t_k) cos(t_k) = sin(2t_k). The chain rule gives

∂F/∂t_k = g_k sin(2t_k).

If orbital k is empty, sin(t_k) = 0; if it is full, cos(t_k) = 0. In both cases the derivative vanishes, whatever the value of g_k. At an idempotent point, where every n_i is 0 or 1, the whole gradient is therefore zero. A descent step with step length η replaces t_k by t_k − η · 0 = t_k, and by induction all later iterates equal the first.

To see whether such a point is a minimum, turn the angle of an empty orbital k by s. Since sin(t_k) = 0 and cos²(t_k) = 1,

sin²(t_k + s) = (sin t_k cos s + cos t_k sin s)² = sin² s.

The occupation of k rises from 0 to x = sin² s and the others stay as they were. Let e_k be the unit vector of orbital k. Differentiability of E gives

E(n + x e_k) = E(n) + x (g_k + r(x)), with r(x) → 0 as x → 0.

If g_k < 0, the bracket is negative for all small x > 0. Every small nonzero s gives such an x, so there are angles arbitrarily close to t with lower energy, and t is not a local minimum. The energy changes by g_k s² to leading order, which a first derivative in s cannot show.

At fixed particle number, charge has to come from somewhere. Let a be empty and i full, and turn t_a by s and t_i by −s. Since cos(t_i) = 0 and sin²(t_i) = 1,

sin²(t_i − s) = (sin t_i cos s)² = cos² s = 1 − sin² s.

The displacement is x (e_a − e_i), which keeps the total occupation exactly, and the energy changes by x (g_a − g_i) plus a term that is small compared with x. If g_a < g_i, the point is not a minimum under the constraint either. For non-interacting electrons, with E = Σ ε_i n_i, this condition says that an empty level lies below an occupied one.

## Angles, occupations and slopes in Lean

The orbitals are labelled by a finite type `ι`, which plays the role of the indices 1, …, M.

```lean
import Mathlib

open Filter Topology

namespace OccupationAngles

noncomputable section

variable {ι : Type*} [Fintype ι] [DecidableEq ι]
```

The function `occ` turns a vector of angles into a vector of occupations.

```lean
/-- Occupations parametrised by angles, `n_i = sin(t_i)^2`. -/
def occ (t : ι → ℝ) : ι → ℝ := fun i => Real.sin (t i) ^ 2
```

The function F of the derivation is `angleEnergy E`. Its argument `E` is an arbitrary real function on all of `ι → ℝ`, so a functional given only for occupations between 0 and 1 must first be extended past those bounds.

```lean
/-- The energy functional of the occupations, read as a function of the angles. -/
def angleEnergy (E : (ι → ℝ) → ℝ) (t : ι → ℝ) : ℝ := E (occ t)
```

The slope g_k is the full derivative of `E` applied to the unit vector `Pi.single k 1`.

```lean
/-- The derivative `∂E/∂n_k` at the occupations `n`, for `E` differentiable at `n`. -/
def occSlope (E : (ι → ℝ) → ℝ) (n : ι → ℝ) (k : ι) : ℝ :=
  fderiv ℝ E n (Pi.single k 1)
```

The angle derivative ∂F/∂t_k is taken by varying entry k of `t` and keeping the others; `Function.update t k s` is `t` with entry k replaced by `s`.

```lean
/-- The partial derivative of the energy with respect to the angle `t_k`,
for `E` differentiable at the occupations of `t`. -/
def angleGrad (E : (ι → ℝ) → ℝ) (t : ι → ℝ) (k : ι) : ℝ :=
  deriv (fun s => angleEnergy E (Function.update t k s)) (t k)
```

A descent step changes all angles at once, with the same step length `η`.

```lean
/-- One step of gradient descent in the angles with step length `η`, for `E` differentiable at the
occupations of `t`. -/
def descentStep (E : (ι → ℝ) → ℝ) (η : ℝ) (t : ι → ℝ) : ι → ℝ :=
  fun k => t k - η * angleGrad E t k
```

## The chain rule and the two rotations

The first theorem is the formula ∂F/∂t_k = g_k sin(2t_k). Its proof differentiates the occupation vector entry by entry: entry k gives sin(2t_k), and every other entry is constant. It then composes this curve with the derivative of `E`.

```lean
/-- Chain rule: if `E` is differentiable at the occupations of `t`, its derivative with
respect to the angle `t_k` is `(∂E/∂n_k) sin(2 t_k)`. -/
theorem hasDerivAt_angle {E : (ι → ℝ) → ℝ} {t : ι → ℝ}
    (hE : DifferentiableAt ℝ E (occ t)) (k : ι) :
    HasDerivAt (fun s => angleEnergy E (Function.update t k s))
      (occSlope E (occ t) k * Real.sin (2 * t k)) (t k) := by
  have hp : HasDerivAt (fun s => occ (Function.update t k s))
      (Real.sin (2 * t k) • (Pi.single k 1 : ι → ℝ)) (t k) := by
    refine hasDerivAt_pi.2 fun j => ?_
    by_cases hj : j = k
    · rw [hj]
      have h := (Real.hasDerivAt_sin (t k)).fun_pow 2
      simp only [occ, Function.update_self, Pi.smul_apply, Pi.single_eq_same, smul_eq_mul]
      refine h.congr_deriv ?_
      rw [Real.sin_two_mul]
      norm_num
    · simpa [occ, hj] using hasDerivAt_const (t k) (Real.sin (t j) ^ 2)
  have hF : HasFDerivAt E (fderiv ℝ E (occ t)) (occ (Function.update t k (t k))) := by
    rw [Function.update_eq_self]
    exact hE.hasFDerivAt
  refine (hF.comp_hasDerivAt (t k) hp).congr_deriv ?_
  rw [map_smul, smul_eq_mul, mul_comm, occSlope]
```

The next two lemmas are the trigonometric identities for turning an angle. In each, the hypothesis on the occupation makes either the sine or the cosine of the starting angle zero, the addition formula loses one term, and `linear_combination` finishes with sin² + cos² = 1. Here x is the starting angle, not the occupation sin² s that the derivation calls x. The second lemma is stated for x + s; the derivation above uses it with −s, which changes nothing because the sine is squared.

```lean
/-- Turning the angle of an empty orbital by `s` gives it the occupation `sin(s)^2`. -/
theorem rotate_empty {x : ℝ} (h : Real.sin x ^ 2 = 0) (s : ℝ) :
    Real.sin (x + s) ^ 2 = Real.sin s ^ 2 := by
  have h0 : Real.sin x = 0 := pow_eq_zero_iff (two_ne_zero) |>.1 h
  have hc : Real.cos x ^ 2 = 1 := by linarith [Real.sin_sq_add_cos_sq x]
  rw [Real.sin_add, h0]
  linear_combination Real.sin s ^ 2 * hc

/-- Turning the angle of a full orbital by `s` leaves it the occupation `1 - sin(s)^2`. -/
theorem rotate_full {x : ℝ} (h : Real.sin x ^ 2 = 1) (s : ℝ) :
    Real.sin (x + s) ^ 2 = 1 - Real.sin s ^ 2 := by
  have hc : Real.cos x = 0 :=
    pow_eq_zero_iff (two_ne_zero) |>.1 (by linarith [Real.sin_sq_add_cos_sq x])
  rw [Real.sin_add, hc]
  linear_combination Real.cos s ^ 2 * h + Real.sin_sq_add_cos_sq s
```

## A rotation that lowers the energy excludes a minimum

The argument with the remainder r(x) is carried out once, for a general direction. Here `w` is the direction in which the angles turn, `v` is the resulting direction in occupation space, and `S` is the set of allowed angles. The hypothesis `hocc` says that turning by s w shifts the occupations by exactly sin² s · v, and `hS` says that the path stays in `S`. The conclusion denies `IsLocalMinOn`, which would mean that no point of `S` close to `t` has lower energy.

The proof assumes a minimum and collects three statements that hold for all small nonzero s. The energy at t + s w is at least that at t; the difference quotient of `E` along `v`, taken at x = sin² s, is negative; and sin s is not zero. The second comes from `hslope`, which says that the quotient is negative for all small nonzero x, combined with `hq`, which says that sin² s tends to zero through nonzero values. One s satisfies all three, and multiplying the quotient by sin² s > 0 gives a contradiction.

```lean
omit [DecidableEq ι] in
/-- Let `E` be differentiable at the occupations of `t` with negative slope along `v`. If turning
the angles along `w` stays in `S` and shifts the occupations by `sin(s)^2 v`, then `t` is not a
local minimum on `S`. -/
theorem not_isLocalMinOn_of_rotation {E : (ι → ℝ) → ℝ} {t v w : ι → ℝ} {S : Set (ι → ℝ)}
    (hE : DifferentiableAt ℝ E (occ t)) (hneg : fderiv ℝ E (occ t) v < 0)
    (hocc : ∀ s : ℝ, occ (t + s • w) = occ t + Real.sin s ^ 2 • v)
    (hS : ∀ s : ℝ, t + s • w ∈ S) : ¬ IsLocalMinOn (angleEnergy E) S t := by
  intro hmin
  -- the difference quotient of `E` along `v` is negative close to zero
  have hline : HasDerivAt (fun x : ℝ => E (occ t + x • v)) (fderiv ℝ E (occ t) v) 0 :=
    hE.hasFDerivAt.hasLineDerivAt v
  have hslope := (hasDerivAt_iff_tendsto_slope.1 hline).eventually_lt_const hneg
  have hsin : ∀ᶠ s in 𝓝[≠] (0 : ℝ), Real.sin s ≠ 0 :=
    (Real.hasDerivAt_sin 0).eventually_ne (by simp)
  have hsq : Continuous fun s : ℝ => Real.sin s ^ 2 := by fun_prop
  have hq : Tendsto (fun s : ℝ => Real.sin s ^ 2) (𝓝[≠] 0) (𝓝[≠] 0) :=
    tendsto_nhdsWithin_iff.2 ⟨(hsq.tendsto' 0 0 (by simp)).mono_left nhdsWithin_le_nhds,
      hsin.mono fun s hs => pow_ne_zero 2 hs⟩
  have hc : Continuous fun s : ℝ => t + s • w := by fun_prop
  have hw : Tendsto (fun s : ℝ => t + s • w) (𝓝[≠] 0) (𝓝[S] t) :=
    tendsto_nhdsWithin_iff.2 ⟨(hc.tendsto' 0 t (by simp)).mono_left nhdsWithin_le_nhds,
      Eventually.of_forall hS⟩
  -- a small rotation therefore lowers the energy, against minimality
  obtain ⟨s, ⟨h1, h2⟩, h3⟩ :=
    (((hw.eventually hmin).and (hq.eventually hslope)).and hsin).exists
  have h1' : E (occ t) ≤ E (occ (t + s • w)) := h1
  have hpos : 0 < Real.sin s ^ 2 := by positivity
  rw [hocc s] at h1'
  rw [slope_def_field] at h2
  simp only [zero_smul, add_zero, sub_zero] at h2
  rw [div_lt_iff₀ hpos, zero_mul] at h2
  linarith
```

## Stationary in its angle, yet no minimum

The central theorem has two conclusions for an empty orbital `k` with negative slope: the derivative with respect to t_k exists and is 0, and `t` is not a local minimum of the energy over all angles. The other orbitals may have any occupations. The first part inserts sin(t_k) = 0 into the chain rule. The second applies the general lemma with both directions equal to the unit vector of `k` and with no constraint, so that `S` is the whole space; `rotate_empty` supplies the new occupation.

The particle number is free here. With a chemical potential μ, the theorem can be applied to E − μ Σ n_i, and the condition becomes g_k < μ.

```lean
/-- Let `E` be differentiable at the occupations of `t`. If orbital `k` is empty and
`∂E/∂n_k < 0`, the `t_k`-derivative of the energy vanishes, yet `t` is not a local minimum. -/
theorem empty_orbital_spurious_stationary {E : (ι → ℝ) → ℝ} {t : ι → ℝ} {k : ι}
    (hE : DifferentiableAt ℝ E (occ t)) (hk : occ t k = 0) (hneg : occSlope E (occ t) k < 0) :
    HasDerivAt (fun s => angleEnergy E (Function.update t k s)) 0 (t k) ∧
      ¬ IsLocalMin (angleEnergy E) t := by
  constructor
  · have h0 : Real.sin (t k) = 0 := pow_eq_zero_iff (two_ne_zero) |>.1 hk
    refine (hasDerivAt_angle hE k).congr_deriv ?_
    rw [Real.sin_two_mul, h0]
    ring
  · intro hmin
    refine not_isLocalMinOn_of_rotation (w := Pi.single k 1) hE hneg (fun s => ?_)
      (fun s => Set.mem_univ _) (hmin.on Set.univ)
    ext j
    by_cases hj : j = k
    · have e : (t + s • (Pi.single k 1 : ι → ℝ)) k = t k + s := by simp
      rw [hj, Pi.add_apply, hk, occ, e, rotate_empty hk]
      simp
    · simp [occ, hj]
```

## Descent from an idempotent guess

The hypothesis `hidem` says that every occupation is 0 or 1. The conclusion is that `m` descent steps return `t` itself, for every `m` and every real `η`. The proof shows that sin(2t_k) = 0 in both cases, so one step changes nothing, and `Function.iterate_fixed` extends this to any number of steps.

The theorem makes no distinction between good and bad guesses: descent also stays at an idempotent point that is a true minimum. The stall is spurious if the same point is excluded as a minimum: by the theorem above when the particle number is free, by the one below when it is fixed.

```lean
/-- If every occupation is 0 or 1 and `E` is differentiable there, gradient descent in the
angles stays at its starting point for any step length and any number of steps. -/
theorem gradient_descent_stalls {E : (ι → ℝ) → ℝ} {t : ι → ℝ}
    (hE : DifferentiableAt ℝ E (occ t)) (hidem : ∀ i, occ t i = 0 ∨ occ t i = 1)
    (η : ℝ) (m : ℕ) : (descentStep E η)^[m] t = t := by
  refine Function.iterate_fixed (funext fun k => ?_) m
  have h2 : Real.sin (2 * t k) = 0 := by
    rw [Real.sin_two_mul]
    rcases hidem k with h | h
    · have h0 : Real.sin (t k) = 0 := pow_eq_zero_iff (two_ne_zero) |>.1 h
      rw [h0]
      ring
    · have h' : Real.sin (t k) ^ 2 = 1 := h
      have h0 : Real.cos (t k) = 0 :=
        pow_eq_zero_iff (two_ne_zero) |>.1 (by linarith [Real.sin_sq_add_cos_sq (t k)])
      rw [h0]
      ring
  rw [descentStep, angleGrad, (hasDerivAt_angle hE k).deriv, h2]
  ring
```

## Moving charge at fixed particle number

In the last theorem the allowed set consists of all angles `u` with the same total occupation as `t`. The direction `w` is e_a − e_i and serves for both angles and occupations. The case distinction in `hocc` treats orbital `a`, orbital `i` and all the rest; the entries of `w` sum to zero, which keeps the path in the allowed set; and linearity of the derivative gives the slope g_a − g_i. Orbitals other than `a` and `i` may be fractionally occupied.

```lean
/-- Fixed particle number: let `E` be differentiable at the occupations of `t`. If `a` is empty,
`i` is full and `∂E/∂n_a < ∂E/∂n_i`, then `t` is not a local minimum among angles with the same
total occupation. -/
theorem not_isLocalMinOn_fixed_number {E : (ι → ℝ) → ℝ} {t : ι → ℝ} {a i : ι}
    (hE : DifferentiableAt ℝ E (occ t)) (ha : occ t a = 0) (hi : occ t i = 1)
    (hlt : occSlope E (occ t) a < occSlope E (occ t) i) :
    ¬ IsLocalMinOn (angleEnergy E) {u | ∑ j, occ u j = ∑ j, occ t j} t := by
  have hai : a ≠ i := by
    intro h
    rw [h, hi] at ha
    exact one_ne_zero ha
  -- rotate charge from `i` to `a`
  let w : ι → ℝ := Pi.single a 1 - Pi.single i 1
  have wa : w a = 1 := by simp [w, hai]
  have wi : w i = -1 := by simp [w, hai.symm]
  have hocc : ∀ s : ℝ, occ (t + s • w) = occ t + Real.sin s ^ 2 • w := by
    intro s
    ext j
    change Real.sin (t j + s * w j) ^ 2 = occ t j + Real.sin s ^ 2 * w j
    by_cases hja : j = a
    · rw [hja, wa, ha, mul_one, rotate_empty ha]
      ring
    · by_cases hji : j = i
      · rw [hji, wi, hi, rotate_full hi, mul_neg_one, Real.sin_neg]
        ring
      · have wj : w j = 0 := by simp [w, hja, hji]
        simp [wj, occ]
  have hsum : ∑ j, w j = 0 := by simp [w, Finset.sum_sub_distrib]
  refine not_isLocalMinOn_of_rotation (v := w) (w := w) hE ?_ hocc (fun s => ?_)
  · have h : fderiv ℝ E (occ t) w = occSlope E (occ t) a - occSlope E (occ t) i :=
      map_sub _ _ _
    linarith
  · change ∑ j, occ (t + s • w) j = ∑ j, occ t j
    rw [hocc s]
    simp only [Pi.add_apply, Pi.smul_apply, smul_eq_mul]
    rw [Finset.sum_add_distrib, ← Finset.mul_sum, hsum, mul_zero, add_zero]

end

end OccupationAngles
```

```lean
#print axioms OccupationAngles.empty_orbital_spurious_stationary
-- 'OccupationAngles.empty_orbital_spurious_stationary' depends on axioms: [propext, Classical.choice, Quot.sound]
#print axioms OccupationAngles.gradient_descent_stalls
-- 'OccupationAngles.gradient_descent_stalls' depends on axioms: [propext, Classical.choice, Quot.sound]
#print axioms OccupationAngles.not_isLocalMinOn_fixed_number
-- 'OccupationAngles.not_isLocalMinOn_fixed_number' depends on axioms: [propext, Classical.choice, Quot.sound]
```

## Counter-examples and limits

The slope in the central theorem has to be strictly negative; g_k ≤ 0 is not enough. With one orbital and E(n) = n², the slope at n = 0 is zero, and F(t) = sin⁴ t has a minimum at t = 0. The orbital also has to be empty, and a vanishing angle derivative is no substitute for that. With E(n) = −n and t = π/2 the slope is −1 and the angle derivative is zero, but the orbital is full and F(t) = −sin² t is at its minimum.

The first conclusion of the central theorem is stated with `HasDerivAt`, which includes the existence of the derivative. An equation `deriv … = 0` does not say this by itself, because Lean's `deriv` is 0 wherever a function has no derivative. For E(n) = −√|n|, the function F(t) = −|sin t| has a kink at t = 0, and the equation holds there all the same. The theorem excludes this E by assuming differentiability at the occupations of `t`.

That example matters for approximate functionals of the one-particle density matrix. Many contain terms such as √(n_i n_j), which are not differentiable at n_j = 0 when n_i > 0. The theorems apply to functionals that are smooth enough at the idempotent point, with orbitals held fixed, and they describe plain gradient descent. A Newton step with an invertible Hessian is zero at such a point too, because the gradient is zero. A method that looks for directions of negative curvature can leave it: if E is twice differentiable, the second derivative of F along the angle of an empty orbital is 2g_k, which is negative exactly when filling the orbital lowers the energy to first order in n_k. This last formula is a supplement by hand, since the Lean development contains no second derivatives.

The same sign shows why a small displacement of the guess helps. For a small nonzero t_k and g_k < 0, the change −η g_k sin(2t_k) with η > 0 has the sign of t_k, so the step carries the angle further from zero and the orbital begins to fill.
